# For a real symmetric projector, the random-sign trace estimate has variance at most n/2

## Two sites, one electron, and an estimate that is never right

Take two sites and one spinless electron in the bonding orbital. In the site basis the density matrix is

$$P=\begin{pmatrix}1/2&1/2\\1/2&1/2\end{pmatrix},\qquad \operatorname{tr}P=1.$$

I want to estimate this trace stochastically, from $z^TPz$ with random signs $z_i=\pm1$. For $z=(1,1)$ I get 2, and for $z=(1,-1)$ I get 0. The other two sign vectors are the negatives of these and give the same values. The average is correct, but each single estimate is off by 100 %. The error comes from the off-diagonal entries, and a system with $n$ sites has $n(n-1)$ of them. Doesn't the noise become hopeless for a large system, especially if the density matrix is not sparse?

## Idempotency limits the off-diagonal weight

It does not. The noise can grow with the system, but its standard deviation is never above $\sqrt{n/2}$, sparse or not. At a fixed filling $\nu=\operatorname{tr}P/n>0$, the relative standard deviation is then at most $1/(\nu\sqrt{2n})$. Your example, with $n=2$ and $\nu=1/2$, sits exactly at this limit.

Let $A$ be a real $n\times n$ matrix, and let $\langle\cdot\rangle$ be the average over all $2^n$ sign vectors. Suppose that $g$ does not depend on $z_i$. Flipping $z_i$ permutes the sign vectors and changes the sign of $z_ig$, so $\langle z_ig\rangle=-\langle z_ig\rangle=0$. Together with $z_i^2=1$ this gives $\langle z_iz_j\rangle=\delta_{ij}$, and therefore

$$\langle z^TAz\rangle=\sum_{i,j}A_{ij}\langle z_iz_j\rangle=\operatorname{tr}A.$$

The diagonal terms $A_{ii}z_i^2=A_{ii}$ do not fluctuate at all. The deviation from the mean is

$$z^TAz-\operatorname{tr}A=\sum_{i\ne j}A_{ij}z_iz_j.$$

The variance is the average of the square of this deviation, and it contains the averages $\langle z_iz_jz_kz_l\rangle$ with $i\neq j$ and $k\neq l$. If $i$ is neither $k$ nor $l$, the sign $z_i$ occurs only once and the average vanishes. The same holds for $j$. Otherwise both $i$ and $j$ lie in $\{k,l\}$, and since they differ, the two pairs agree up to order and the product is 1. Hence

$$\langle z_iz_jz_kz_l\rangle=\delta_{ik}\delta_{jl}+\delta_{il}\delta_{jk}.$$

For symmetric $A$ the variance follows:

$$\operatorname{Var}=\sum_{i\ne j}A_{ij}(A_{ij}+A_{ji})=2\sum_{i\neq j}A_{ij}^2.$$

Now let $A$ also be idempotent, $A^2=A$. The diagonal of this equation reads $A_{ii}=\sum_jA_{ij}A_{ji}=\sum_jA_{ij}^2$. A row may have many off-diagonal entries, but their squares add up to only $A_{ii}-A_{ii}^2$. So

$$\operatorname{Var}=2\sum_iA_{ii}(1-A_{ii})=\frac n2-2\sum_i\left(A_{ii}-\tfrac12\right)^2\le\frac n2,$$

where the second step uses $x(1-x)=\tfrac14-(x-\tfrac12)^2$. Equality holds exactly when every site has occupation $1/2$.

This bears on linear-scaling electronic structure, where the density matrix may be applied to vectors as a polynomial in the Hamiltonian, without its entries being stored. The bound applies to the electron number of a single Slater determinant with real orbitals, in an orthonormal basis of $n$ spin orbitals (or $n$ sites for spinless electrons). For an energy $\operatorname{tr}(PH)$ with $H$ symmetric and commuting with $P$, the product $PH$ is symmetric and the off-diagonal formula applies, but the bound $n/2$ does not, since $PH$ is in general not idempotent.

## The same statements in Lean

In the file, `n` is the finite type that labels the sites, and the number $n$ is `Fintype.card n`. A configuration `s : n → Bool` encodes a sign vector, and `spin s` is the vector $z$, with `true` read as $+1$. The name has nothing to do with electron spin. `probe A s` is $z^TAz$, and `avg` is the sum over all configurations divided by $2^n$. `variance` is the file's own definition, the average squared deviation with the same divisor $2^n$.

- `avg_probe` gives the mean for every real square matrix, symmetric or not.
- `variance_probe` assumes `A.IsSymm`, that is $A^T=A$. Its sum runs over ordered pairs `p` with `p.1 ≠ p.2`, so each pair of sites is counted twice.
- `variance_projector` adds the hypothesis `A * A = A` and gives the diagonal formula. Physically, this hypothesis says that every eigenvector of the density matrix is an orbital that is either filled or empty. A site may still be half filled.
- `variance_projector_le` contains the bound and the equality condition.
- `bondProjector_witness` confirms that your two-site matrix satisfies both hypotheses and has variance 1.

Idempotency is assumed exactly, whereas a polynomial approximation to the density matrix in general satisfies it only approximately. Complex Hermitian matrices and non-orthogonal bases are left out. The step from here to a calculation is sampling: the theorems average over all sign vectors, while a program draws a few, and the mean and variance carry over to each draw if the generator makes all sign vectors equally likely.

```lean
import Mathlib

open Matrix

namespace StochasticTrace

noncomputable section

variable {n : Type*} [Fintype n] [DecidableEq n]

/-- The sign vector with entries `+1` and `-1` that belongs to a Boolean configuration. -/
def spin (s : n → Bool) (i : n) : ℝ := if s i then 1 else -1

/-- The average of a quantity over all sign configurations, each with equal weight. -/
def avg (f : (n → Bool) → ℝ) : ℝ := (∑ s, f s) / 2 ^ Fintype.card n

/-- The variance over all sign configurations: the average squared deviation from the average. -/
def variance (f : (n → Bool) → ℝ) : ℝ := avg fun s => (f s - avg f) ^ 2

/-- The stochastic estimate `zᵀ A z` of the trace, for the sign vector `z` of a configuration. -/
def probe (A : Matrix n n ℝ) (s : n → Bool) : ℝ := spin s ⬝ᵥ A *ᵥ spin s

omit [Fintype n] [DecidableEq n] in
/-- Every entry of a sign vector squares to one. -/
theorem spin_mul_self (s : n → Bool) (i : n) : spin s i * spin s i = 1 := by
  unfold spin
  split_ifs <;> norm_num

/-- The average of `z_i g` vanishes if `g` does not change when the sign `z_i` is flipped. -/
theorem avg_spin_mul (i : n) (g : (n → Bool) → ℝ)
    (hg : ∀ s, g (Function.update s i (!s i)) = g s) :
    avg (fun s => spin s i * g s) = 0 := by
  -- flipping the sign at `i` permutes the configurations
  have inv : Function.Involutive (fun s : n → Bool => Function.update s i (!s i)) := by
    intro s
    simp
  have h1 := Equiv.sum_comp (Function.Involutive.toPerm _ inv) (fun s => spin s i * g s)
  have h2 : ∑ s, (fun s => spin s i * g s) ((Function.Involutive.toPerm _ inv) s) =
      -∑ s, spin s i * g s := by
    rw [← Finset.sum_neg_distrib]
    refine Finset.sum_congr rfl fun s _ => ?_
    change spin (Function.update s i (!s i)) i * g (Function.update s i (!s i)) = _
    have h3 : spin (Function.update s i (!s i)) i = -spin s i := by
      cases h : s i <;> simp [spin, h]
    rw [hg, h3]
    ring
  have h4 : ∑ s, spin s i * g s = 0 := by
    have h5 := h2.symm.trans h1
    linarith
  unfold avg
  rw [h4, zero_div]

/-- The average of a finite linear combination is the linear combination of the averages. -/
theorem avg_sum {ι : Type*} (t : Finset ι) (c : ι → ℝ) (f : ι → (n → Bool) → ℝ) :
    avg (fun s => ∑ k ∈ t, c k * f k s) = ∑ k ∈ t, c k * avg (f k) := by
  unfold avg
  rw [Finset.sum_comm, Finset.sum_div]
  refine Finset.sum_congr rfl fun k _ => ?_
  rw [← Finset.mul_sum, mul_div_assoc]

/-- A sum over all index pairs splits into its diagonal and its off-diagonal part. -/
theorem sum_split (g : n × n → ℝ) :
    ∑ p, g p = ∑ i, g (i, i) + ∑ p : n × n with p.1 ≠ p.2, g p := by
  have h : ∑ i, g (i, i) = ∑ p : n × n, if p.1 = p.2 then g p else 0 := by
    rw [Fintype.sum_prod_type]
    simp
  rw [Finset.sum_filter, h, ← Finset.sum_add_distrib]
  refine Finset.sum_congr rfl fun p _ => ?_
  by_cases hp : p.1 = p.2 <;> simp [hp]

/-- Fourth moments: for two pairs of distinct indices, the average of the product of the four
signs is one if the pairs agree up to order, and zero otherwise. -/
theorem avg_four (p q : n × n) (hp : p.1 ≠ p.2) (hq : q.1 ≠ q.2) :
    avg (fun s => spin s p.1 * spin s p.2 * (spin s q.1 * spin s q.2)) =
      (if q = p then 1 else 0) + (if q = p.swap then 1 else 0) := by
  obtain ⟨i, j⟩ := p
  obtain ⟨k, l⟩ := q
  dsimp only at hp hq ⊢
  have one (h : ∀ s : n → Bool, spin s i * spin s j * (spin s k * spin s l) = 1) :
      avg (fun s => spin s i * spin s j * (spin s k * spin s l)) = 1 := by
    simp only [h]
    simp [avg]
  by_cases hi : i = k ∨ i = l
  · by_cases hj : j = k ∨ j = l
    · rcases hi with hi | hi <;> rcases hj with hj | hj
      · exact absurd (hi.trans hj.symm) hp
      · rw [one fun s => by
          rw [hi, hj]
          linear_combination (spin s l * spin s l) * spin_mul_self s k + spin_mul_self s l]
        simp [hi, hj, hq]
      · rw [one fun s => by
          rw [hi, hj]
          linear_combination (spin s l * spin s l) * spin_mul_self s k + spin_mul_self s l]
        simp [hi, hj, hq]
      · exact absurd (hi.trans hj.symm) hp
    · -- the sign at `j` occurs only once
      obtain ⟨h1, h2⟩ := not_or.mp hj
      have h0 := avg_spin_mul j (fun s => spin s i * (spin s k * spin s l))
        (fun s => by simp [spin, hp, Ne.symm h1, Ne.symm h2])
      rw [show (fun s => spin s i * spin s j * (spin s k * spin s l)) =
        fun s => spin s j * (spin s i * (spin s k * spin s l)) from funext fun s => by ring, h0]
      simp [Ne.symm h1, Ne.symm h2]
  · -- the sign at `i` occurs only once
    obtain ⟨h1, h2⟩ := not_or.mp hi
    have h0 := avg_spin_mul i (fun s => spin s j * (spin s k * spin s l))
      (fun s => by simp [spin, hp.symm, Ne.symm h1, Ne.symm h2])
    rw [show (fun s => spin s i * spin s j * (spin s k * spin s l)) =
      fun s => spin s i * (spin s j * (spin s k * spin s l)) from funext fun s => by ring, h0]
    simp [Ne.symm h1, Ne.symm h2]

/-- The average of `zᵀ A z` over all sign vectors is the trace of `A`. -/
theorem avg_probe (A : Matrix n n ℝ) : avg (probe A) = A.trace := by
  have pair (i j : n) : avg (fun s => spin s i * spin s j) = if i = j then 1 else 0 := by
    by_cases h : i = j
    · subst h
      simp only [spin_mul_self]
      simp [avg]
    · rw [if_neg h]
      exact avg_spin_mul i (fun s => spin s j) (fun s => by simp [spin, Ne.symm h])
  have expand : probe A = fun s => ∑ p : n × n, A p.1 p.2 * (spin s p.1 * spin s p.2) := by
    funext s
    simp only [probe, dotProduct, mulVec, Finset.mul_sum, Fintype.sum_prod_type]
    exact Finset.sum_congr rfl fun i _ => Finset.sum_congr rfl fun j _ => by ring
  rw [expand, avg_sum]
  simp only [pair, Fintype.sum_prod_type]
  simp [Matrix.trace]

/-- For a real symmetric matrix, the variance of `zᵀ A z` over all sign vectors is twice the sum
of the squared off-diagonal entries. -/
theorem variance_probe {A : Matrix n n ℝ} (hA : A.IsSymm) :
    variance (probe A) = 2 * ∑ p : n × n with p.1 ≠ p.2, A p.1 p.2 ^ 2 := by
  -- the deviation from the trace is the off-diagonal part of the double sum
  have dev (s : n → Bool) : probe A s - A.trace =
      ∑ p : n × n with p.1 ≠ p.2, A p.1 p.2 * (spin s p.1 * spin s p.2) := by
    have expand : probe A s = ∑ p : n × n, A p.1 p.2 * (spin s p.1 * spin s p.2) := by
      simp only [probe, dotProduct, mulVec, Finset.mul_sum, Fintype.sum_prod_type]
      exact Finset.sum_congr rfl fun i _ => Finset.sum_congr rfl fun j _ => by ring
    have hd : ∑ i, A i i * (spin s i * spin s i) = A.trace := by
      simp [spin_mul_self, Matrix.trace]
    rw [expand, sum_split]
    simp only [hd, add_sub_cancel_left]
  have square : (fun s => (probe A s - A.trace) ^ 2) = fun s =>
      ∑ p : n × n with p.1 ≠ p.2, A p.1 p.2 * ∑ q : n × n with q.1 ≠ q.2,
        A q.1 q.2 * (spin s p.1 * spin s p.2 * (spin s q.1 * spin s q.2)) := by
    funext s
    rw [dev, sq, Finset.sum_mul]
    refine Finset.sum_congr rfl fun p _ => ?_
    rw [mul_assoc]
    congr 1
    rw [Finset.mul_sum]
    exact Finset.sum_congr rfl fun q _ => by ring
  unfold variance
  rw [avg_probe, square, avg_sum, Finset.mul_sum]
  refine Finset.sum_congr rfl fun p hp => ?_
  have hp' : p.1 ≠ p.2 := (Finset.mem_filter.1 hp).2
  have hs : p.swap ∈ Finset.univ.filter (fun q : n × n => q.1 ≠ q.2) :=
    Finset.mem_filter.2 ⟨Finset.mem_univ _, hp'.symm⟩
  -- only the pair itself and its mirror image survive the average
  have inner : avg (fun s => ∑ q : n × n with q.1 ≠ q.2,
      A q.1 q.2 * (spin s p.1 * spin s p.2 * (spin s q.1 * spin s q.2))) =
      A p.1 p.2 + A p.2 p.1 := by
    rw [avg_sum]
    refine (Finset.sum_congr rfl fun q hq =>
      congrArg (A q.1 q.2 * ·) (avg_four p q hp' (Finset.mem_filter.1 hq).2)).trans ?_
    simp only [mul_add, mul_ite, mul_one, mul_zero, Finset.sum_add_distrib,
      Finset.sum_ite_eq', if_pos hp, if_pos hs, Prod.fst_swap, Prod.snd_swap]
  rw [inner, hA.apply p.1 p.2]
  ring

/-- For a real symmetric idempotent matrix, the variance of `zᵀ A z` is fixed by the diagonal:
it is twice the sum of `A_ii (1 - A_ii)`. -/
theorem variance_projector {A : Matrix n n ℝ} (hA : A.IsSymm) (hP : A * A = A) :
    variance (probe A) = 2 * ∑ i, A i i * (1 - A i i) := by
  have row (i : n) : ∑ j, A i j ^ 2 = A i i := by
    have h : (A * A) i i = A i i := by rw [hP]
    rw [Matrix.mul_apply] at h
    refine (Finset.sum_congr rfl fun j _ => ?_).trans h
    rw [hA.apply i j, sq]
  have split := sum_split (fun p : n × n => A p.1 p.2 ^ 2)
  rw [Fintype.sum_prod_type] at split
  simp only [row] at split
  have diag : ∑ i, A i i * (1 - A i i) = ∑ i, A i i - ∑ i, A i i ^ 2 := by
    rw [← Finset.sum_sub_distrib]
    exact Finset.sum_congr rfl fun i _ => by ring
  rw [variance_probe hA, diag]
  linarith

/-- For a real symmetric idempotent `n × n` matrix, the variance of `zᵀ A z` is at most `n / 2`,
with equality exactly when every diagonal entry is `1 / 2`. -/
theorem variance_projector_le {A : Matrix n n ℝ} (hA : A.IsSymm) (hP : A * A = A) :
    variance (probe A) ≤ Fintype.card n / 2 ∧
      (variance (probe A) = Fintype.card n / 2 ↔ ∀ i, A i i = 1 / 2) := by
  -- completing the square on the diagonal
  have gap : ∑ i, (A i i - 1 / 2) ^ 2 + ∑ i, A i i * (1 - A i i) =
      (Fintype.card n : ℝ) / 4 := by
    rw [← Finset.sum_add_distrib, Finset.sum_congr rfl (fun i _ =>
      (by ring : (A i i - 1 / 2) ^ 2 + A i i * (1 - A i i) = (1 / 4 : ℝ))),
      Finset.sum_const, Finset.card_univ, nsmul_eq_mul]
    ring
  have nonneg : 0 ≤ ∑ i, (A i i - 1 / 2) ^ 2 := Finset.sum_nonneg fun i _ => sq_nonneg _
  rw [variance_projector hA hP]
  refine ⟨by linarith, fun h i => ?_, fun h => ?_⟩
  · have h0 : ∑ i, (A i i - 1 / 2) ^ 2 = 0 := by linarith
    have hi := (Finset.sum_eq_zero_iff_of_nonneg fun i _ => sq_nonneg (A i i - 1 / 2)).1 h0 i
      (Finset.mem_univ i)
    linarith [pow_eq_zero_iff (two_ne_zero) |>.1 hi]
  · have h0 : ∑ i, (A i i - 1 / 2) ^ 2 = 0 :=
      Finset.sum_eq_zero fun i _ => by rw [h i]; ring
    linarith

/-- The `2 × 2` matrix with all entries `1 / 2`. -/
def bondProjector : Matrix (Fin 2) (Fin 2) ℝ := !![1 / 2, 1 / 2; 1 / 2, 1 / 2]

/-- The `2 × 2` matrix with all entries `1 / 2` is symmetric and idempotent, and the variance of
`zᵀ A z` for this matrix `A` is `1`, which is `n / 2` for `n = 2`. -/
theorem bondProjector_witness : bondProjector.IsSymm ∧
    bondProjector * bondProjector = bondProjector ∧ variance (probe bondProjector) = 1 := by
  have hs : bondProjector.IsSymm := Matrix.IsSymm.ext fun i j => by
    fin_cases i <;> fin_cases j <;> simp [bondProjector]
  have hp : bondProjector * bondProjector = bondProjector := by
    ext i j
    fin_cases i <;> fin_cases j <;>
      norm_num [bondProjector, Matrix.mul_apply, Fin.sum_univ_succ]
  refine ⟨hs, hp, ?_⟩
  rw [(variance_projector_le hs hp).2.2 fun i => by fin_cases i <;> simp [bondProjector]]
  simp

end

end StochasticTrace
```

```lean
#print axioms StochasticTrace.variance_projector_le
```

```
'StochasticTrace.variance_projector_le' depends on axioms: [propext, Classical.choice, Quot.sound]
```

## From sign flips to the bound

`avg_spin_mul` is the flipping argument. `Function.update s i (!s i)` flips one sign, and doing it twice restores the configuration, so the map is a permutation. `Equiv.sum_comp` says that the sum is unchanged by it, a direct computation says that the sum changes sign, and `linarith` concludes that it is zero.

`avg_four` is the fourth-moment formula with `p` $=(i,j)$ and `q` $=(k,l)$. The case distinction asks whether $i$, and then $j$, occurs in the second pair. If one of them does not, `avg_spin_mul` gives zero. If both do, `linear_combination` reduces the product to 1 by means of $z_k^2=z_l^2=1$, and the cases with $i=j$ are contradictory.

Two lemmas do the bookkeeping: `avg_sum` moves the average inside a finite linear combination, and `sum_split` separates the diagonal of a double sum from the rest.

In `variance_probe`, the step `dev` writes the deviation as the off-diagonal sum, and `square` expands its square. For a fixed first pair $(i,j)$, the step `inner` averages over the signs and sums over the second pair, which leaves $A_{ij}+A_{ji}$. Symmetry enters only after that, through `hA.apply`, to turn this into $2A_{ij}$.

In `variance_projector`, the step `row` is the identity $\sum_jA_{ij}^2=A_{ii}$, and `sum_split` applied to the squared entries removes the diagonal part. In `variance_projector_le`, the step `gap` completes the square in the form

$$\sum_i\left(A_{ii}-\tfrac12\right)^2+\sum_iA_{ii}(1-A_{ii})=\frac n4.$$

The bound follows because the first sum is non-negative. Equality makes that sum zero, so each of its terms is zero. The two-site variance is then read off from the equality condition, without listing the four sign vectors.

## Signs as random variables

The signs could also have been modelled as independent random variables on a probability space, with Mathlib's expectation and variance. The flipping argument would then give way to the factorisation of expectations of independent variables, and integrability would have to be shown, which is easy for bounded quantities. Such a version would speak about random draws directly, and it would lead naturally to the mean of $M$ independent estimates, whose variance is smaller by the factor $M$. The finite sum used here needs no measure theory, and for small $n$ it can be compared with a complete enumeration like the one in your question.
